# A four-band Luttinger–Kohn matrix with scalar couplings splits into two two-band blocks, which a mirror makes equivalent

Computing hole states in a quantum well from the four-band Luttinger–Kohn matrix on $n$ basis functions, without a magnetic field, has two pitfalls. In a symmetric well the levels are degenerate in pairs, and an eigensolver applied to the full $4n\times4n$ matrix returns arbitrary mixtures of the degenerate states, which may change from one in-plane wavevector to the next. In an asymmetric well, solving half of the problem and counting each level twice can give wrong energies. The problems below separate the halves and give a symmetry condition under which one half suffices, for a finite basis and couplings $R$, $S$ that are constant across the well.

## The matrix and its two-band blocks

Let $A$, $B$, $D$ be complex $n\times n$ matrices and $R$, $S$ complex numbers. The four-band matrix is

$$M=\begin{pmatrix}A&-SD&R&0\\-\bar S D&B&0&R\\ \bar R&0&B&SD\\0&\bar R&\bar S D&A\end{pmatrix}.$$

This is the form for a well grown along [001], in an orthonormal basis shared by all four bands. The bands are ordered heavy, light, light, heavy. $A$ and $B$ hold the confinement and kinetic energies of heavy and light holes, and $D$ represents the momentum along the growth axis. $S$ carries the in-plane wavevector factor of the coupling linear in that momentum; $R$ is the in-plane heavy–light mixing. The split-off band is left out, as are magnetic fields that would turn $R$ and $S$ into operators.

In Lean, the type `n` labels the basis functions, and `n ⊕ n` joins two bands. The nested `fromBlocks` in `luttingerKohn` is $M$.

```lean
import Mathlib

open Matrix ComplexConjugate

namespace LuttingerKohnValenceBands

noncomputable section

variable {n : Type*} [Fintype n] [DecidableEq n]

/-- The four-band Luttinger-Kohn matrix with diagonal blocks `A`, `B`, `B`, `A`, couplings
proportional to `S D`, and constant couplings `R`. -/
def luttingerKohn (A B D : Matrix n n ℂ) (R S : ℂ) :
    Matrix ((n ⊕ n) ⊕ (n ⊕ n)) ((n ⊕ n) ⊕ (n ⊕ n)) ℂ :=
  fromBlocks
    (fromBlocks A (-(S • D)) (-(conj S • D)) B)
    (fromBlocks (R • 1) 0 0 (R • 1))
    (fromBlocks (conj R • 1) 0 0 (conj R • 1))
    (fromBlocks B (S • D) (conj S • D) A)
```

For real $r$, $t$, `subband A B D r t` is the two-band matrix

$$H(r,t)=\begin{pmatrix}A&r-itD\\r+itD&B\end{pmatrix}.$$

From here on $r=|R|$ and $s=|S|$ when they refer to $M$, and $H_\pm=H(r,\pm s)$.

```lean
/-- The two-band matrix with diagonal blocks `A`, `B` and off-diagonal blocks
`r - i t D` and `r + i t D`. -/
def subband (A B D : Matrix n n ℂ) (r t : ℝ) : Matrix (n ⊕ n) (n ⊕ n) ℂ :=
  fromBlocks A ((r : ℂ) • 1 - (Complex.I * (t : ℂ)) • D)
    ((r : ℂ) • 1 + (Complex.I * (t : ℂ)) • D) B
```

Write $u$ and $v$ for the phase factors of $R$ and $S$, that is `phase R` and `phase S`. The argument of zero is taken as $0$, so a vanishing coupling has phase factor $1$ and zero in-plane wavevector needs no separate treatment.

```lean
/-- The phase factor `exp (i arg z)` of a complex coupling. -/
def phase (z : ℂ) : ℂ := Complex.exp (z.arg * Complex.I)

/-- The normalisation factor `1/√2`. -/
def amp : ℝ := (√2)⁻¹
```

With `amp` $=1/\sqrt2$, the matrix `bandMixing n R S`, called $W$, has the block columns

$$w_1=\tfrac1{\sqrt2}\begin{pmatrix}1\\0\\0\\i\bar u\bar v\end{pmatrix},\quad
w_2=\tfrac1{\sqrt2}\begin{pmatrix}0\\i\bar v\\\bar u\\0\end{pmatrix},\quad
w_3=\tfrac1{\sqrt2}\begin{pmatrix}1\\0\\0\\-i\bar u\bar v\end{pmatrix},\quad
w_4=\tfrac1{\sqrt2}\begin{pmatrix}0\\-i\bar v\\\bar u\\0\end{pmatrix},$$

where each number multiplies the $n\times n$ identity.

```lean
/-- The change of basis that pairs the first band with the fourth and the second with the
third, with phases fixed by `R` and `S`. -/
def bandMixing (n : Type*) [DecidableEq n] (R S : ℂ) :
    Matrix ((n ⊕ n) ⊕ (n ⊕ n)) ((n ⊕ n) ⊕ (n ⊕ n)) ℂ :=
  fromBlocks
    (fromBlocks ((amp : ℂ) • 1) 0 0 ((Complex.I * amp * conj (phase S)) • 1))
    (fromBlocks ((amp : ℂ) • 1) 0 0 ((-(Complex.I * amp * conj (phase S))) • 1))
    (fromBlocks 0 ((amp * conj (phase R)) • 1)
      ((Complex.I * amp * conj (phase R) * conj (phase S)) • 1) 0)
    (fromBlocks 0 ((amp * conj (phase R)) • 1)
      ((-(Complex.I * amp * conj (phase R) * conj (phase S))) • 1) 0)
```

## (a) Modulus and phase of a coupling

Show that every complex $z$, with phase factor $p=e^{i\arg z}$, satisfies

$$z=|z|\,p,\qquad p\bar p=1.$$

**Solution.** The first equation is the polar form; at $z=0$ both sides vanish. For the second, $p\bar p=|p|^2$, and the exponential of an imaginary number has modulus $1$. The Lean proof takes both facts from Mathlib.

```lean
/-- A complex coupling is its modulus times its phase factor, and the phase factor has
unit modulus. -/
theorem polar_form (z : ℂ) :
    z = (‖z‖ : ℂ) * phase z ∧ phase z * conj (phase z) = 1 := by
  refine ⟨(Complex.norm_mul_exp_arg_mul_I z).symm, ?_⟩
  rw [Complex.mul_conj, Complex.normSq_eq_norm_sq, phase, Complex.norm_exp_ofReal_mul_I]
  simp
```

## (b) The change of basis is unitary

Show that

$$W^\dagger W=1.$$

**Solution.** Each column has squared norm $\tfrac12(1+1)=1$, because $|u|=|v|=1$. Columns $w_1,w_3$ share no nonzero component with $w_2,w_4$. Within each pair,

$$w_1^\dagger w_3=\tfrac12\bigl(1+(-iuv)(-i\bar u\bar v)\bigr)=\tfrac12(1-1)=0,$$
$$w_2^\dagger w_4=\tfrac12\bigl((-iv)(-i\bar v)+u\bar u\bigr)=\tfrac12(-1+1)=0.$$

Lean multiplies out the blocks. `match_scalars` then leaves equations between numbers, which `grind` closes from $u\bar u=v\bar v=1$, $i^2=-1$ and `amp`$^2=\tfrac12$.

```lean
/-- The change of basis is unitary. -/
theorem bandMixing_unitary (R S : ℂ) :
    bandMixing n R S ∈ unitaryGroup ((n ⊕ n) ⊕ (n ⊕ n)) ℂ := by
  have hu := (polar_form R).2
  have hv := (polar_form S).2
  have hI := Complex.I_mul_I
  have hc : (amp : ℂ) * amp = 1 / 2 := by
    have h : amp * amp = 1 / 2 := by
      rw [amp, ← mul_inv, Real.mul_self_sqrt (by norm_num)]
      norm_num
    rw [← Complex.ofReal_mul, h]
    norm_num
  have h1 : (1 : Matrix ((n ⊕ n) ⊕ (n ⊕ n)) ((n ⊕ n) ⊕ (n ⊕ n)) ℂ) =
      fromBlocks (fromBlocks 1 0 0 1) (fromBlocks 0 0 0 0)
        (fromBlocks 0 0 0 0) (fromBlocks 1 0 0 1) := by
    simp only [fromBlocks_one, fromBlocks_zero]
  rw [mem_unitaryGroup_iff', star_eq_conjTranspose, h1]
  simp only [bandMixing, fromBlocks_conjTranspose, conjTranspose_smul, conjTranspose_one,
    conjTranspose_zero, fromBlocks_multiply, fromBlocks_add, fromBlocks_inj,
    Matrix.mul_zero, add_zero, zero_add, Matrix.mul_smul,
    Matrix.mul_one, star_neg, star_mul', Complex.star_def, Complex.conj_I,
    Complex.conj_ofReal, Complex.conj_conj]
  repeat' apply And.intro
  all_goals (match_scalars <;> grind)
```

## (c) Splitting the four-band matrix

Show that the unitary $W$ gives

$$W^\dagger M W=\begin{pmatrix}H_+&0\\0&H_-\end{pmatrix}.$$

**Solution.** Use $R\bar u=r$, $\bar R=r\bar u$, $S\bar v=s$ and $\bar S=s\bar v$. Then

$$Mw_1=\tfrac1{\sqrt2}\begin{pmatrix}A\\-s\bar vD+ir\bar v\\r\bar u+is\bar uD\\i\bar u\bar vA\end{pmatrix}
=w_1A+w_2(r+isD),$$

$$Mw_2=\tfrac1{\sqrt2}\begin{pmatrix}r-isD\\i\bar vB\\\bar uB\\ir\bar u\bar v+s\bar u\bar vD\end{pmatrix}
=w_1(r-isD)+w_2B.$$

The coefficients are the two columns of $H_+$. The other two columns of $W$ give

$$Mw_3=w_3A+w_4(r-isD),\qquad Mw_4=w_3(r+isD)+w_4B,$$

with the coefficients of $H_-$. Together these say $MW=W(H_+\oplus H_-)$, and multiplying by $W^\dagger$ from the left finishes the argument.

The intertwining relation is `key` in the proof. The theorem states both the unitarity and the block form, and holds for arbitrary square $A$, $B$, $D$, Hermitian or not.

```lean
/-- The unitary change of basis turns the Luttinger-Kohn matrix into the direct sum of the
two-band matrices with off-diagonal blocks `|R| ∓ i |S| D` and `|R| ± i |S| D`. -/
theorem luttingerKohn_block_diagonal (A B D : Matrix n n ℂ) (R S : ℂ) :
    bandMixing n R S ∈ unitaryGroup ((n ⊕ n) ⊕ (n ⊕ n)) ℂ ∧
    (bandMixing n R S)ᴴ * luttingerKohn A B D R S * bandMixing n R S =
      fromBlocks (subband A B D ‖R‖ ‖S‖) 0 0 (subband A B D ‖R‖ (-‖S‖)) := by
  refine ⟨bandMixing_unitary R S, ?_⟩
  obtain ⟨hR, hu⟩ := polar_form R
  obtain ⟨hS, hv⟩ := polar_form S
  have hR' : conj R = (‖R‖ : ℂ) * conj (phase R) := by
    have h := congrArg conj hR
    rwa [map_mul, Complex.conj_ofReal] at h
  have hS' : conj S = (‖S‖ : ℂ) * conj (phase S) := by
    have h := congrArg conj hS
    rwa [map_mul, Complex.conj_ofReal] at h
  have hI := Complex.I_mul_I
  -- the change of basis intertwines the full matrix with the direct sum
  have key : luttingerKohn A B D R S * bandMixing n R S = bandMixing n R S *
      fromBlocks (subband A B D ‖R‖ ‖S‖) 0 0 (subband A B D ‖R‖ (-‖S‖)) := by
    simp only [luttingerKohn, bandMixing, subband, fromBlocks_multiply, fromBlocks_add,
      fromBlocks_inj, Matrix.mul_zero, Matrix.zero_mul, add_zero, zero_add,
      Matrix.smul_mul, Matrix.mul_smul, Matrix.mul_one, Matrix.one_mul,
      Complex.ofReal_neg]
    repeat' apply And.intro
    all_goals (match_scalars <;> grind)
  have hW := mem_unitaryGroup_iff'.mp (bandMixing_unitary (n := n) R S)
  rw [star_eq_conjTranspose] at hW
  rw [Matrix.mul_assoc, key, ← Matrix.mul_assoc, hW, Matrix.one_mul]
```

## (d) Real energies in each block

For Hermitian $A$, $B$, $D$ and real $r$, $t$, show that

$$H(r,t)^\dagger=H(r,t).$$

**Solution.** The diagonal blocks are Hermitian by assumption. The off-diagonal ones are exchanged by the adjoint, since $(r+itD)^\dagger=r-itD^\dagger=r-itD$. Lean compares the four blocks in the same way, and `module` settles the linear algebra.

```lean
omit [Fintype n] in
/-- For Hermitian `A`, `B`, `D` the two-band matrix is Hermitian. -/
theorem subband_isHermitian {A B D : Matrix n n ℂ} (hA : A.IsHermitian)
    (hB : B.IsHermitian) (hD : D.IsHermitian) (r t : ℝ) :
    (subband A B D r t).IsHermitian := by
  unfold Matrix.IsHermitian subband
  rw [fromBlocks_conjTranspose, fromBlocks_inj]
  refine ⟨hA, ?_, ?_, hB⟩ <;>
  · simp only [conjTranspose_add, conjTranspose_sub, conjTranspose_smul, conjTranspose_one,
      hD.eq, star_mul', Complex.star_def, Complex.conj_I, Complex.conj_ofReal]
    module
```

## (e) A mirror exchanges the blocks

Let $U$ be unitary with $UA=AU$, $UB=BU$ and $UD=-DU$. Physically, this is reflection of the growth axis in a symmetric well, for a basis whose span the reflection preserves: it leaves the confinement unchanged and reverses the momentum. With $G=\operatorname{diag}(U,U)$, show that $G$ is unitary and

$$G\,H(r,t)\,G^\dagger=H(r,-t).$$

**Solution.** Unitarity follows from $GG^\dagger=\operatorname{diag}(UU^\dagger,UU^\dagger)=1$. The diagonal blocks commute with $U$, while

$$U(r\mp itD)=(r\pm itD)U.$$

Hence $GH(r,t)=H(r,-t)G$, which is `key` here; multiply by $G^\dagger$ from the right. Taking $t=s$ gives the unitary equivalence of $H_+$ and $H_-$.

```lean
/-- A unitary mirror that commutes with `A` and `B` and anticommutes with `D`, applied to
both bands, is unitary and reverses the sign of `t` in the two-band matrix. -/
theorem mirror_exchanges_subbands {A B D U : Matrix n n ℂ} (hU : U ∈ unitaryGroup n ℂ)
    (hA : U * A = A * U) (hB : U * B = B * U) (hD : U * D = -(D * U)) (r t : ℝ) :
    fromBlocks U 0 0 U ∈ unitaryGroup (n ⊕ n) ℂ ∧
    fromBlocks U 0 0 U * subband A B D r t * (fromBlocks U 0 0 U)ᴴ =
      subband A B D r (-t) := by
  have hU' : U * Uᴴ = 1 := mem_unitaryGroup_iff.mp hU
  have hG : fromBlocks U 0 0 U * (fromBlocks U 0 0 U)ᴴ = 1 := by
    simp [fromBlocks_conjTranspose, fromBlocks_multiply, hU']
  refine ⟨mem_unitaryGroup_iff.mpr hG, ?_⟩
  have key : fromBlocks U 0 0 U * subband A B D r t =
      subband A B D r (-t) * fromBlocks U 0 0 U := by
    simp only [subband, fromBlocks_multiply, Matrix.mul_zero, Matrix.zero_mul, add_zero,
      zero_add, fromBlocks_inj]
    refine ⟨hA, ?_, ?_, hB⟩ <;>
    · simp only [Matrix.mul_add, Matrix.mul_sub, Matrix.add_mul, Matrix.sub_mul,
        Matrix.mul_smul, Matrix.smul_mul, Matrix.mul_one, Matrix.one_mul, hD,
        Complex.ofReal_neg]
      module
  rw [key, Matrix.mul_assoc, hG, Matrix.mul_one]
```

The coupling $R$ could also have been modelled as a fixed phase factor times a Hermitian matrix $\rho$, which allows it to vary across the well. The computation in (c) would go through with $\rho$ in place of $r$, and the mirror would then have to commute with $\rho$ as well.

## (f) Every level counted twice

Write $\chi_X$ for the characteristic polynomial of $X$. Under the mirror conditions of (e), show that

$$\chi_M=(\chi_{H_+})^2.$$

**Solution.** Unitary equivalence preserves the characteristic polynomial, and that of a direct sum is the product of those of its blocks. So (c) gives $\chi_M=\chi_{H_+}\chi_{H_-}$, and (e) gives $\chi_{H_-}=\chi_{H_+}$. When the blocks are Hermitian, each energy of $M$ therefore has twice its multiplicity in $H_+$.

In Lean, `Matrix.charpoly_mul_comm` moves a unitary factor round the product so that it cancels against its adjoint.

```lean
/-- If a unitary `U` commutes with `A` and `B` and anticommutes with `D`, the characteristic
polynomial of the Luttinger-Kohn matrix is the square of that of the two-band matrix with `r = |R|`
and `t = |S|`. -/
theorem mirror_double_degeneracy {A B D U : Matrix n n ℂ} (hU : U ∈ unitaryGroup n ℂ)
    (hA : U * A = A * U) (hB : U * B = B * U) (hD : U * D = -(D * U)) (R S : ℂ) :
    (luttingerKohn A B D R S).charpoly = (subband A B D ‖R‖ ‖S‖).charpoly ^ 2 := by
  obtain ⟨hW, hM⟩ := luttingerKohn_block_diagonal A B D R S
  obtain ⟨hG, hH⟩ := mirror_exchanges_subbands hU hA hB hD ‖R‖ ‖S‖
  have hW' := mem_unitaryGroup_iff.mp hW
  have hG' := mem_unitaryGroup_iff'.mp hG
  rw [star_eq_conjTranspose] at hW' hG'
  -- unitary equivalence preserves the characteristic polynomial
  have h1 := congrArg Matrix.charpoly hM
  rw [Matrix.mul_assoc, Matrix.charpoly_mul_comm, Matrix.mul_assoc, hW', Matrix.mul_one,
    Matrix.charpoly_fromBlocks_zero₁₂] at h1
  have h2 := congrArg Matrix.charpoly hH
  rw [Matrix.charpoly_mul_comm, ← Matrix.mul_assoc, hG', Matrix.one_mul] at h2
  rw [h1, ← h2, sq]
```

## (g) A mirror on two basis functions

Take one even and one odd basis function, with

$$U=\begin{pmatrix}1&0\\0&-1\end{pmatrix},\qquad D=\begin{pmatrix}0&-i\\i&0\end{pmatrix},$$

and real diagonal $A$, $B$. Show that $U$ is unitary, $D$ is Hermitian, and

$$UA=AU,\qquad UB=BU,\qquad UD=-DU.$$

**Solution.** $U$ is real and diagonal with $U^2=1$, so it is unitary and commutes with diagonal matrices. $D$ equals its conjugate transpose. Finally,

$$UD=\begin{pmatrix}0&-i\\-i&0\end{pmatrix}=-\begin{pmatrix}0&i\\i&0\end{pmatrix}=-DU.$$

Lean checks these relations entry by entry.

```lean
/-- On two basis functions, `diag(1, -1)` is a unitary matrix that commutes with all real diagonal
`A`, `B` and anticommutes with the Hermitian matrix `D = [[0, -i], [i, 0]]`. -/
theorem mirror_witness (a₁ a₂ b₁ b₂ : ℝ) :
    let U : Matrix (Fin 2) (Fin 2) ℂ := !![1, 0; 0, -1]
    let A : Matrix (Fin 2) (Fin 2) ℂ := !![(a₁ : ℂ), 0; 0, (a₂ : ℂ)]
    let B : Matrix (Fin 2) (Fin 2) ℂ := !![(b₁ : ℂ), 0; 0, (b₂ : ℂ)]
    let D : Matrix (Fin 2) (Fin 2) ℂ := !![0, -Complex.I; Complex.I, 0]
    U ∈ unitaryGroup (Fin 2) ℂ ∧ D.IsHermitian ∧
      U * A = A * U ∧ U * B = B * U ∧ U * D = -(D * U) := by
  intro U A B D
  refine ⟨mem_unitaryGroup_iff.mpr ?_, ?_, ?_, ?_, ?_⟩ <;>
  · ext i j
    fin_cases i <;> fin_cases j <;>
      simp [U, A, B, D, Matrix.mul_apply, Fin.sum_univ_two, star_eq_conjTranspose]
```

## (h) Losing one mirror condition

Let $A=\sigma_x$, $B=\sigma_z$, $D=\sigma_y$ and $r=s=1$, with $\sigma_x,\sigma_y,\sigma_z$ the Pauli matrices. The unitary $U=\sigma_z$ commutes with $B$ and anticommutes with $D$, but does not commute with $A$. The matrices are chosen for short arithmetic and do not model a real well: in the basis of (g), the asymmetry acts on the heavy holes only. Show that

$$VH_+V^\dagger\neq H_-\quad\text{for every unitary }V.$$

**Solution.** Since $(1+i\sigma_y)(1-i\sigma_y)=2$, both diagonal blocks of $H_-^2$ equal $3$. Its upper-right block is

$$\sigma_x(1+i\sigma_y)+(1+i\sigma_y)\sigma_z=\sigma_x-\sigma_z+\sigma_z-\sigma_x=0,$$

and the lower-left block is its adjoint. So $H_-^2=3$. If $VH_+V^\dagger=H_-$, then $H_+^2=V^\dagger H_-^2V=3$ as well. But the upper-right block of $H_+^2$ is

$$\sigma_x(1-i\sigma_y)+(1-i\sigma_y)\sigma_z=2(\sigma_x+\sigma_z)\neq0.$$

Both blocks are Hermitian, so their spectra differ, and doubling the levels of one would give wrong energies for $M$.

In the proof, `hm` is $H_-^2=3$ and `hp` carries it over to $H_+$, called `P`. The contradiction is read off at the first entry of the upper-right block, which is $2$ instead of $0$.

```lean
/-- For `A = σx`, `B = σz`, `D = σy`, no unitary conjugates the two-band matrix with `r = 1`, `t =
1` into the one with `r = 1`, `t = -1`. -/
theorem subbands_inequivalent_without_mirror :
    ¬ ∃ V ∈ unitaryGroup (Fin 2 ⊕ Fin 2) ℂ,
      V * subband !![0, 1; 1, 0] !![1, 0; 0, -1] !![0, -Complex.I; Complex.I, 0] 1 1 * Vᴴ =
        subband !![0, 1; 1, 0] !![1, 0; 0, -1] !![0, -Complex.I; Complex.I, 0] 1 (-1) := by
  rintro ⟨V, hV, h⟩
  have hV' : Vᴴ * V = 1 := mem_unitaryGroup_iff'.mp hV
  have ep : subband !![0, 1; 1, 0] !![1, 0; 0, -1] !![0, -Complex.I; Complex.I, 0] 1 1 =
      fromBlocks !![0, 1; 1, 0] !![1, -1; 1, 1] !![1, 1; -1, 1] !![1, 0; 0, -1] := by
    rw [subband, fromBlocks_inj]
    refine ⟨rfl, ?_, ?_, rfl⟩ <;>
    · ext i j
      fin_cases i <;> fin_cases j <;> simp
  have em : subband !![0, 1; 1, 0] !![1, 0; 0, -1] !![0, -Complex.I; Complex.I, 0] 1 (-1) =
      fromBlocks !![0, 1; 1, 0] !![1, 1; -1, 1] !![1, -1; 1, 1] !![1, 0; 0, -1] := by
    rw [subband, fromBlocks_inj]
    refine ⟨rfl, ?_, ?_, rfl⟩ <;>
    · ext i j
      fin_cases i <;> fin_cases j <;> simp
  rw [ep, em] at h
  set P : Matrix (Fin 2 ⊕ Fin 2) (Fin 2 ⊕ Fin 2) ℂ :=
    fromBlocks !![0, 1; 1, 0] !![1, -1; 1, 1] !![1, 1; -1, 1] !![1, 0; 0, -1] with hP
  -- the second matrix squares to three times the identity
  have hm : (fromBlocks !![0, 1; 1, 0] !![1, 1; -1, 1] !![1, -1; 1, 1] !![1, 0; 0, -1] :
      Matrix (Fin 2 ⊕ Fin 2) (Fin 2 ⊕ Fin 2) ℂ) *
      fromBlocks !![0, 1; 1, 0] !![1, 1; -1, 1] !![1, -1; 1, 1] !![1, 0; 0, -1] =
      (3 : ℂ) • 1 := by
    ext (i | i) (j | j) <;> fin_cases i <;> fin_cases j <;>
      simp [Matrix.mul_apply, Fintype.sum_sum_type, Fin.sum_univ_two, Matrix.one_apply] <;>
      norm_num
  -- a unitary equivalence would force the same on the first
  have hp : P * P = (3 : ℂ) • 1 := by
    calc P * P = (Vᴴ * V) * P * (Vᴴ * V) * P * (Vᴴ * V) := by
          rw [hV', Matrix.one_mul, Matrix.mul_one, Matrix.mul_one]
      _ = Vᴴ * ((V * P * Vᴴ) * (V * P * Vᴴ)) * V := by simp only [Matrix.mul_assoc]
      _ = (3 : ℂ) • 1 := by
          rw [h, hm, Matrix.mul_smul, Matrix.smul_mul, Matrix.mul_one, hV']
  have h0 := congrFun (congrFun hp (Sum.inl 0)) (Sum.inr 0)
  rw [hP] at h0
  norm_num [Matrix.mul_apply, Fintype.sum_sum_type, Fin.sum_univ_two, Matrix.one_apply] at h0
  simp at h0

end

end LuttingerKohnValenceBands
```

```lean
#print axioms LuttingerKohnValenceBands.luttingerKohn_block_diagonal
-- 'LuttingerKohnValenceBands.luttingerKohn_block_diagonal' depends on axioms: [propext, Classical.choice, Quot.sound]
#print axioms LuttingerKohnValenceBands.subband_isHermitian
-- 'LuttingerKohnValenceBands.subband_isHermitian' depends on axioms: [propext, Classical.choice, Quot.sound]
#print axioms LuttingerKohnValenceBands.mirror_double_degeneracy
-- 'LuttingerKohnValenceBands.mirror_double_degeneracy' depends on axioms: [propext, Classical.choice, Quot.sound]
#print axioms LuttingerKohnValenceBands.subbands_inequivalent_without_mirror
-- 'LuttingerKohnValenceBands.subbands_inequivalent_without_mirror' depends on axioms: [propext, Classical.choice, Quot.sound]
```
